# Heat capacity of finitely many harmonic modes from microcanonical kinetic-energy fluctuations

Sample the kinetic energy of two harmonic modes exactly from the microcanonical ensemble, insert its variance into the Lebowitz–Percus–Verlet relation, and the heat capacity comes out at three quarters of the equipartition value. Anyone who doesn't expect this may search for a fault in the integrator or the sampling when there is none. For constant-energy molecular dynamics, the harmonic model gives a benchmark for such heat-capacity estimates at finite size, provided that the sampling is microcanonical; a trajectory of uncoupled modes does not provide this, because each mode keeps its own energy.

## The ensemble and the fluctuation relation

Let f be the number of modes, E the total energy and K the kinetic energy. Scale the momenta and coordinates so that the kinetic energy is ‖p‖²/2 and the potential energy ‖q‖²/2.

```lean
import Mathlib

open MeasureTheory Filter Topology

namespace MicrocanonicalHeatCapacity

noncomputable section
```

At fixed E, the weight of K is the kinetic density of states at K times the potential one at E − K. Up to a constant,

w(K) = K^(f/2−1) (E−K)^(f/2−1), 0 < K < E.

This is `weight`, with real exponents. Part (a) derives the power law for each factor; their combination at fixed total energy is part of the definition.

```lean
/-- The microcanonical weight of kinetic energy `K` for `f` harmonic modes at total energy `E`,
for `0 < K < E`: the kinetic density of states at `K` times the potential one at `E - K`,
up to a constant. -/
def weight (f : ℕ) (E K : ℝ) : ℝ :=
  K ^ ((f : ℝ) / 2 - 1) * (E - K) ^ ((f : ℝ) / 2 - 1)
```

The average of A(K) is a ratio of integrals,

⟨A⟩ = ∫₀ᴱ A(K) w(K) dK / Z, Z = ∫₀ᴱ w(K) dK.

```lean
/-- The microcanonical average of a function `A` of the kinetic energy, for `f ≥ 2` and `E > 0`. -/
def average (f : ℕ) (E : ℝ) (A : ℝ → ℝ) : ℝ :=
  (∫ K in (0 : ℝ)..E, A K * weight f E K) / ∫ K in (0 : ℝ)..E, weight f E K
```

The variance is the average squared deviation from the average, Var K = ⟨(K − ⟨K⟩)²⟩.

```lean
/-- The microcanonical variance of the kinetic energy, for `f ≥ 2` and `E > 0`. -/
def kineticVariance (f : ℕ) (E : ℝ) : ℝ :=
  average f E (fun K => (K - average f E (fun x => x)) ^ 2)
```

Let k be Boltzmann's constant, C the total heat capacity, and T the temperature fixed by E = f k T. The fluctuation relation reads

Var K = (f/2)(kT)² (1 − f k/(2C)).

At constant energy the kinetic energy can fluctuate only by exchange with the potential energy. For C > 0 the relation puts its variance below the canonical value (f/2)(kT)², by an amount that depends on C. This is a large-system relation, assumed here and applied at finite f. `LPVRelation` states it multiplied through by C, which is equivalent for C ≠ 0; for positive f, k and T, the multiplied form has no solution C = 0.

```lean
/-- The Lebowitz-Percus-Verlet relation `Var K = (f/2) (kT)² (1 - f k / (2C))` at energy
`E = f k T`, multiplied through by the heat capacity `C`. -/
def LPVRelation (f : ℕ) (k T C : ℝ) : Prop :=
  C * kineticVariance f (f * (k * T)) = f / 2 * (k * T) ^ 2 * (C - f * k / 2)
```

## (a) Density of states of a quadratic energy

Let V be the volume of the unit ball in f dimensions. Show that, for K > 0,

d/dK vol{p : ‖p‖²/2 ≤ K} = 2^(f/2) V (f/2) K^(f/2−1).

The region is a ball of radius √(2K), so its volume is

V (2K)^(f/2) = 2^(f/2) V K^(f/2).

Differentiating gives the claim. The same calculation applies to the scaled coordinates.

In Lean, `volume.real` is the Euclidean volume as a real number. The step `vol` identifies the ball and computes its volume for positive x. This suffices for the derivative at K, since all points near K are positive.

```lean
/-- The volume of the region `‖p‖²/2 ≤ K` in the space of `f` scaled momenta (or scaled
coordinates) grows with `K` at a rate proportional to `K^(f/2-1)`. -/
theorem densityOfStates (f : ℕ) {K : ℝ} (hK : 0 < K) :
    HasDerivAt (fun x : ℝ => volume.real {p : EuclideanSpace ℝ (Fin f) | ‖p‖ ^ 2 / 2 ≤ x})
      ((2 : ℝ) ^ ((f : ℝ) / 2) * volume.real (Metric.ball (0 : EuclideanSpace ℝ (Fin f)) 1)
        * ((f : ℝ) / 2 * K ^ ((f : ℝ) / 2 - 1))) K := by
  -- the region is a ball of radius √(2x)
  have vol : ∀ x : ℝ, 0 < x →
      volume.real {p : EuclideanSpace ℝ (Fin f) | ‖p‖ ^ 2 / 2 ≤ x} =
      (2 : ℝ) ^ ((f : ℝ) / 2) * volume.real (Metric.ball (0 : EuclideanSpace ℝ (Fin f)) 1)
        * x ^ ((f : ℝ) / 2) := by
    intro x hx
    have hset : {p : EuclideanSpace ℝ (Fin f) | ‖p‖ ^ 2 / 2 ≤ x} =
        Metric.closedBall 0 (√(2 * x)) := by
      ext p
      simp only [Set.mem_ofPred_eq, mem_closedBall_zero_iff]
      rw [Real.le_sqrt (norm_nonneg p)]
      · constructor <;> intro h <;> linarith
      · positivity
    have hpow : √(2 * x) ^ f = (2 : ℝ) ^ ((f : ℝ) / 2) * x ^ ((f : ℝ) / 2) := by
      rw [Real.sqrt_eq_rpow, ← Real.rpow_natCast, ← Real.rpow_mul (by positivity),
        ← Real.mul_rpow (by norm_num) hx.le]
      congr 1
      ring
    rw [hset, measureReal_def, measureReal_def,
      Measure.addHaar_closedBall _ _ (Real.sqrt_nonneg _), ENNReal.toReal_mul,
      ENNReal.toReal_ofReal (by positivity), finrank_euclideanSpace_fin, hpow]
    ring
  refine ((Real.hasDerivAt_rpow_const (Or.inl hK.ne')).const_mul _).congr_of_eventuallyEq ?_
  filter_upwards [lt_mem_nhds hK] with x hx
  exact vol x hx
```

## (b) Continuity of the weight

For f ≥ 2, show that

lim w(x) = w(K) as x → K.

The exponent f/2 − 1 is nonnegative, so each power is continuous up to the endpoints of [0, E], and so is the product. For f = 2 the exponent is zero and the weight is constantly 1.

The Lean statement covers all real K, using the library's convention for real powers of negative numbers; only [0, E] enters the averages. The proof checks the exponent's sign and multiplies two continuous functions.

```lean
/-- For at least two modes the kinetic-energy weight is continuous. -/
theorem weight_continuous {f : ℕ} (hf : 2 ≤ f) (E : ℝ) : Continuous (weight f E) := by
  have hf' : (2 : ℝ) ≤ f := by exact_mod_cast hf
  have ha : 0 ≤ (f : ℝ) / 2 - 1 := by linarith
  exact (continuous_id.rpow_const fun _ => Or.inr ha).mul
    ((continuous_const.sub continuous_id).rpow_const fun _ => Or.inr ha)
```

## (c) Positive normalisation

For f ≥ 2 and E > 0, show that

Z > 0.

For 0 < K < E both K and E − K are positive, hence so are their powers and w(K). The integral of a continuous function that is positive inside an interval of positive length is positive. The proof supplies integrability from (b) and positivity from the two factors.

```lean
/-- The total weight of all kinetic energies between `0` and `E` is positive. -/
theorem weight_integral_pos {f : ℕ} (hf : 2 ≤ f) {E : ℝ} (hE : 0 < E) :
    0 < ∫ K in (0 : ℝ)..E, weight f E K := by
  refine intervalIntegral.intervalIntegral_pos_of_pos_on
    ((weight_continuous hf E).intervalIntegrable _ _) (fun K hK => ?_) hE
  exact mul_pos (Real.rpow_pos_of_pos hK.1 _) (Real.rpow_pos_of_pos (sub_pos.mpr hK.2) _)
```

## (d) Mean kinetic energy

For f ≥ 2 and E > 0, show that

⟨K⟩ = E/2.

Exchanging kinetic and potential energy, K → E − K, leaves the weight unchanged: w(E−K) = w(K). Let M = ∫₀ᴱ K w(K) dK. The substitution gives

M = ∫₀ᴱ (E−K) w(K) dK = E Z − M.

Hence M = E Z/2, and division by Z gives the mean. At E = f k T it equals (f/2) k T, so T is the usual kinetic temperature.

In the proof, `symm` is the symmetry of the weight, `h` the substitution and `split` the second equality; `linarith` solves for M.

```lean
/-- The mean kinetic energy is half the total energy. -/
theorem average_kinetic {f : ℕ} (hf : 2 ≤ f) {E : ℝ} (hE : 0 < E) :
    average f E (fun K => K) = E / 2 := by
  have hw := weight_continuous hf E
  have hZ := weight_integral_pos hf hE
  -- exchanging kinetic and potential energy leaves the weight unchanged
  have symm : ∀ K, weight f E (E - K) = weight f E K := by
    intro K
    unfold weight
    rw [sub_sub_cancel, mul_comm]
  have h := intervalIntegral.integral_comp_sub_left (a := 0) (b := E)
    (fun K => K * weight f E K) E
  simp only [sub_self, sub_zero, symm] at h
  have i1 : IntervalIntegrable (fun K => E * weight f E K) volume 0 E :=
    (continuous_const.mul hw).intervalIntegrable _ _
  have i2 : IntervalIntegrable (fun K => K * weight f E K) volume 0 E :=
    (continuous_id.mul hw).intervalIntegrable _ _
  have split : ∫ K in (0 : ℝ)..E, (E - K) * weight f E K =
      E * (∫ K in (0 : ℝ)..E, weight f E K) - ∫ K in (0 : ℝ)..E, K * weight f E K := by
    rw [← intervalIntegral.integral_const_mul, ← intervalIntegral.integral_sub i1 i2]
    congr 1
    funext K
    ring
  unfold average
  rw [div_eq_iff hZ.ne']
  linarith
```

## (e) Second moment about the midpoint

For f ≥ 2 and E > 0, show that

(E²/4) Z = (f+1) ∫₀ᴱ (K − E/2)² w(K) dK.

Take the function

G(K) = K^(f/2) (E−K)^(f/2) (K − E/2).

By the product rule, for 0 < K < E,

G′(K) = w(K) [(f/2)(E−K)(K−E/2) − (f/2)K(K−E/2) + K(E−K)].

Put u = K − E/2. The first two terms combine to (f/2)(E−2K)u = −f u², and K(E−K) = E²/4 − u². Therefore

G′(K) = w(K) [E²/4 − (f+1)(K−E/2)²].

Since G(0) = G(E) = 0, the integral of G′ over [0, E] vanishes. Separating its two terms gives the target.

In Lean, `d1` and `d2` differentiate the two powers, while `e1` and `e2` split off one factor of K and E − K so that the weight can be taken out. `ring` then checks the bracket. The last lines separate the integral.

```lean
/-- The second moment of the kinetic energy about `E/2`, times `f + 1`, equals `E²/4` times the
total weight. -/
theorem second_moment {f : ℕ} (hf : 2 ≤ f) {E : ℝ} (hE : 0 < E) :
    E ^ 2 / 4 * (∫ K in (0 : ℝ)..E, weight f E K) =
      ((f : ℝ) + 1) * ∫ K in (0 : ℝ)..E, (K - E / 2) ^ 2 * weight f E K := by
  have hw := weight_continuous hf E
  have hf' : (2 : ℝ) ≤ f := by exact_mod_cast hf
  have ha : 0 < (f : ℝ) / 2 := by linarith
  -- a function vanishing at both ends whose derivative contains the wanted moments
  have h := intervalIntegral.integral_eq_sub_of_hasDerivAt_of_le hE.le
    (f := fun K : ℝ => K ^ ((f : ℝ) / 2) * (E - K) ^ ((f : ℝ) / 2) * (K - E / 2))
    (f' := fun K : ℝ => (E ^ 2 / 4 - ((f : ℝ) + 1) * (K - E / 2) ^ 2) * weight f E K)
    (((continuous_id.rpow_const fun _ => Or.inr ha.le).mul
      ((continuous_const.sub continuous_id).rpow_const fun _ => Or.inr ha.le)).mul
      (continuous_id.sub continuous_const)).continuousOn
    (by
      intro K hK
      have hK0 : K ≠ 0 := hK.1.ne'
      have hK1 : E - K ≠ 0 := (sub_pos.mpr hK.2).ne'
      have e1 : K ^ ((f : ℝ) / 2) = K ^ ((f : ℝ) / 2 - 1) * K := by
        rw [← Real.rpow_add_one hK0, sub_add_cancel]
      have e2 : (E - K) ^ ((f : ℝ) / 2) = (E - K) ^ ((f : ℝ) / 2 - 1) * (E - K) := by
        rw [← Real.rpow_add_one hK1, sub_add_cancel]
      have d1 : HasDerivAt (fun y : ℝ => y ^ ((f : ℝ) / 2))
          ((f : ℝ) / 2 * K ^ ((f : ℝ) / 2 - 1)) K :=
        Real.hasDerivAt_rpow_const (Or.inl hK0)
      have d2 : HasDerivAt (fun y : ℝ => (E - y) ^ ((f : ℝ) / 2))
          (-1 * ((f : ℝ) / 2) * (E - K) ^ ((f : ℝ) / 2 - 1)) K :=
        ((hasDerivAt_id' K).const_sub E).rpow_const (Or.inl hK1)
      refine ((d1.fun_mul d2).fun_mul ((hasDerivAt_id' K).sub_const (E / 2))).congr_deriv ?_
      rw [e1, e2]
      unfold weight
      ring)
    (((by fun_prop : Continuous fun K : ℝ =>
      E ^ 2 / 4 - ((f : ℝ) + 1) * (K - E / 2) ^ 2).mul hw).intervalIntegrable _ _)
  simp only [sub_self, Real.zero_rpow ha.ne', mul_zero, zero_mul] at h
  have i1 : IntervalIntegrable (fun K => E ^ 2 / 4 * weight f E K) volume 0 E :=
    (continuous_const.mul hw).intervalIntegrable _ _
  have i2 : IntervalIntegrable
      (fun K => ((f : ℝ) + 1) * ((K - E / 2) ^ 2 * weight f E K)) volume 0 E :=
    (continuous_const.mul ((by fun_prop : Continuous fun K : ℝ =>
      (K - E / 2) ^ 2).mul hw)).intervalIntegrable _ _
  rw [← sub_eq_zero, ← intervalIntegral.integral_const_mul,
    ← intervalIntegral.integral_const_mul, ← intervalIntegral.integral_sub i1 i2, ← h]
  congr 1
  funext K
  ring
```

The proof turns on `intervalIntegral.integral_eq_sub_of_hasDerivAt_of_le`, a form of the fundamental theorem of calculus. It asks for three things: G continuous on the closed interval, the stated derivative at every interior point, and an integrable derivative. No derivative is needed at the endpoints, so the power rules are used only where K and E − K are nonzero. The endpoints enter through continuity and the values G(0) = G(E) = 0. Integrability follows from (b), which is where the full assumption f ≥ 2 is used, the other steps using only f > 0; for f = 1 the weight diverges at both ends, and this continuity argument fails.

## (f) Variance of the kinetic energy

For f ≥ 2 and E > 0, show that

Var K = E²/(4(f+1)).

By (d), the deviation is measured from E/2. Dividing (e) by (f+1)Z gives

Var K = (1/Z) ∫₀ᴱ (K−E/2)² w(K) dK = E²/(4(f+1)).

For f = 2 this is E²/12, the variance of a uniform distribution on (0, E). The proof inserts the mean, clears the denominators Z, nonzero by (c), and 4(f+1), which is plainly positive, and finishes with a multiple of (e).

```lean
/-- The microcanonical variance of the kinetic energy of `f` harmonic modes is
`E² / (4 (f + 1))`. -/
theorem kineticVariance_eq {f : ℕ} (hf : 2 ≤ f) {E : ℝ} (hE : 0 < E) :
    kineticVariance f E = E ^ 2 / (4 * ((f : ℝ) + 1)) := by
  have hZ := weight_integral_pos hf hE
  have h := second_moment hf hE
  unfold kineticVariance
  rw [average_kinetic hf hE]
  unfold average
  rw [div_eq_div_iff hZ.ne' (by positivity)]
  linear_combination -4 * h
```

## (g) Solving for the heat capacity

Let f ≥ 2, k > 0 and T > 0. Show that the fluctuation relation at E = f k T holds if and only if

C = f k (f+1)/(f+2).

Inserting the variance from (f) into the multiplied relation gives

C f²(kT)²/(4(f+1)) = (f/2)(kT)² (C − f k/2).

Divide by (f/2)(kT)², which is positive:

C f/(2(f+1)) = C − f k/2.

Collecting the terms in C,

C (f+2)/(2(f+1)) = f k/2,

and hence the stated value. Every step is reversible. For f = 2 the result is C = 3k/2, whereas differentiating E = f k T at fixed f gives 2k.

The Lean statement allows any real C and asserts both directions. The identity `key` writes the difference of the two sides as minus a coefficient times the difference between C and the stated value. By `hc` the coefficient is nonzero, so one difference vanishes exactly when the other does.

```lean
/-- For `f` harmonic modes at energy `f k T`, the Lebowitz-Percus-Verlet relation holds exactly
when the heat capacity is `C = f k (f + 1) / (f + 2)`. -/
theorem lpv_iff_heatCapacity {f : ℕ} (hf : 2 ≤ f) {k T : ℝ} (hk : 0 < k) (hT : 0 < T) (C : ℝ) :
    LPVRelation f k T C ↔ C = f * k * ((f : ℝ) + 1) / ((f : ℝ) + 2) := by
  have hf0 : (0 : ℝ) < f := by exact_mod_cast (by omega : 0 < f)
  unfold LPVRelation
  rw [kineticVariance_eq hf (by positivity)]
  have hc : (f : ℝ) * (k * T) ^ 2 * ((f : ℝ) + 2) / (4 * ((f : ℝ) + 1)) ≠ 0 := by positivity
  -- the relation is linear in C with a nonzero coefficient
  have key : C * (((f : ℝ) * (k * T)) ^ 2 / (4 * ((f : ℝ) + 1)))
      - f / 2 * (k * T) ^ 2 * (C - f * k / 2) =
      -((f : ℝ) * (k * T) ^ 2 * ((f : ℝ) + 2) / (4 * ((f : ℝ) + 1))
        * (C - f * k * ((f : ℝ) + 1) / ((f : ℝ) + 2))) := by
    field_simp
    ring
  constructor
  · intro h
    rw [sub_eq_zero.mpr h] at key
    exact sub_eq_zero.mp ((mul_eq_zero.mp (neg_eq_zero.mp key.symm)).resolve_left hc)
  · intro h
    rw [sub_eq_zero.mpr h, mul_zero, neg_zero] at key
    exact sub_eq_zero.mp key
```

## (h) Many modes

Fix k > 0 and T > 0, and let C_f solve the relation for each f ≥ 2. Show that

C_f/(f k) → 1 as f → ∞.

By (g),

C_f/(f k) = (f+1)/(f+2) = 1 − 1/(f+2),

and the last term tends to zero. The equipartition value is thus recovered for many harmonic modes, with the energy f k T growing in proportion to their number.

In Lean, `C` is an arbitrary sequence that satisfies the relation from f = 2 onwards; its first two values are free. The proof starts from the known limit of 1/(n+1), shifts the index by one, and shows that the ratio agrees with 1 − 1/(f+2) for all f ≥ 2.

```lean
/-- If `C f` solves the Lebowitz-Percus-Verlet relation for every number of modes `f ≥ 2`, then
`C f / (f k)` tends to `1` as `f` grows. -/
theorem heatCapacity_tendsto {k T : ℝ} (hk : 0 < k) (hT : 0 < T) (C : ℕ → ℝ)
    (hC : ∀ f, 2 ≤ f → LPVRelation f k T (C f)) :
    Tendsto (fun f : ℕ => C f / (f * k)) atTop (𝓝 1) := by
  have h1 := (tendsto_one_div_add_atTop_nhds_zero_nat (𝕜 := ℝ)).comp (tendsto_add_atTop_nat 1)
  have h2 := h1.const_sub (1 : ℝ)
  rw [sub_zero] at h2
  refine h2.congr' ?_
  filter_upwards [eventually_ge_atTop 2] with f hf
  have hf0 : (0 : ℝ) < f := by exact_mod_cast (by omega : 0 < f)
  -- the ratio is exactly 1 - 1/(f+2)
  have e : ((f + 1 : ℕ) : ℝ) + 1 = (f : ℝ) + 2 := by
    push_cast
    ring
  rw [(lpv_iff_heatCapacity hf hk hT (C f)).1 (hC f hf)]
  simp only [Function.comp_apply]
  rw [e]
  field_simp
  ring

end

end MicrocanonicalHeatCapacity
```

```lean
#print axioms MicrocanonicalHeatCapacity.densityOfStates
#print axioms MicrocanonicalHeatCapacity.lpv_iff_heatCapacity
#print axioms MicrocanonicalHeatCapacity.heatCapacity_tendsto
```

```
'MicrocanonicalHeatCapacity.densityOfStates' depends on axioms: [propext, Classical.choice, Quot.sound]
'MicrocanonicalHeatCapacity.lpv_iff_heatCapacity' depends on axioms: [propext, Classical.choice, Quot.sound]
'MicrocanonicalHeatCapacity.heatCapacity_tendsto' depends on axioms: [propext, Classical.choice, Quot.sound]
```
